# Any list of nonzero eigenvalues admits a linear system whose minimal residual stays at one until the last step

A minimal-residual method can be modelled as an algorithm, with its orthogonalisation and its updates, or by the quantity that it minimises. Here it is the second: for a matrix \(A\), a right-hand side \(b\) and a step number \(k\), the object of study is the least Euclidean norm of \(b-Ax\) as \(x\) runs over the Krylov space \(K_k(A,b)\). The results therefore concern exact arithmetic and a zero initial guess, and they hold for any method that attains this minimum.

Components are counted from zero, as in Lean. The unit vectors of \(\mathbb{C}^n\) are \(e_0,\dots,e_{n-1}\), and the right-hand side is \(b=e_0\).

## The matrix, the Krylov space and the residual

```lean
import Mathlib

open Matrix Polynomial

namespace KrylovStagnation

noncomputable section
```

The first line loads the mathematical library Mathlib. The `open` line gives short access to the notation for matrices and polynomials, and the namespace prefixes the names that follow.

```lean
/-- For `k < n`, the unit vector of `ℂⁿ` whose entry number `k` (counted from zero) is one; for `k ≥
n`, the zero vector. -/
def unitVec (n k : ℕ) : Fin n → ℂ := fun i => if (i : ℕ) = k then 1 else 0
```

A vector in \(\mathbb{C}^n\) is a function from the index set `Fin n`, that is \(\{0,\dots,n-1\}\), to `ℂ`. So `unitVec n k` is \(e_k\) when \(k<n\).

```lean
/-- The companion matrix of `p`: it shifts each unit vector but the last to the next one, and its
last column holds the negated coefficients of `p`. -/
def companion (n : ℕ) (p : ℂ[X]) : Matrix (Fin n) (Fin n) ℂ :=
  Matrix.of fun i j =>
    if (j : ℕ) + 1 = n then -p.coeff i else if (i : ℕ) = j + 1 then 1 else 0
```

Write \(p(z)=\sum_j c_j z^j\), where \(c_j\) is `p.coeff j`. The matrix \(A\), called `companion n p`, acts as

\[
A e_j=e_{j+1}\quad (j<n-1),\qquad A e_{n-1}=-\sum_{i=0}^{n-1}c_i e_i .
\]

The definition accepts any polynomial. That \(p\) is monic of degree \(n\) enters later, as a hypothesis of the theorems that need it.

```lean
/-- The Krylov space spanned by `b, A b, …, A^(k-1) b`. -/
def krylov {n : ℕ} (A : Matrix (Fin n) (Fin n) ℂ) (b : Fin n → ℂ) (k : ℕ) :
    Submodule ℂ (Fin n → ℂ) :=
  Submodule.span ℂ (Set.range fun j : Fin k => (A ^ (j : ℕ)) *ᵥ b)
```

This is \(K_k(A,b)=\operatorname{span}\{b,Ab,\dots,A^{k-1}b\}\). The symbol `*ᵥ` is a matrix acting on a vector. For \(k=0\) the space contains only the zero vector.

```lean
/-- The Euclidean norm of the residual `b - A x`. -/
def residualNorm {n : ℕ} (A : Matrix (Fin n) (Fin n) ℂ) (b x : Fin n → ℂ) : ℝ :=
  ‖WithLp.toLp 2 (b - A *ᵥ x)‖
```

Lean's default norm on functions from `Fin n` is the largest absolute value of a component. The wrapper `WithLp.toLp 2` selects the Euclidean norm instead.

```lean
/-- The number `r` is the minimum, attained, of the residual norm over the `k`-th Krylov space. -/
def IsMinResidual {n : ℕ} (A : Matrix (Fin n) (Fin n) ℂ) (b : Fin n → ℂ) (k : ℕ) (r : ℝ) : Prop :=
  IsLeast (residualNorm A b '' (krylov A b k : Set (Fin n → ℂ))) r
```

`IsLeast` makes two demands: some \(x\in K_k\) has residual norm exactly \(r\), and no \(x\in K_k\) has a smaller one. Since \(\|e_0\|=1\), for this right-hand side \(r\) is also the relative residual.

## The Krylov vectors are the unit vectors

```lean
/-- A matrix applied to a unit vector gives the corresponding column. -/
theorem mulVec_unitVec {n k : ℕ} (M : Matrix (Fin n) (Fin n) ℂ) (hk : k < n) (i : Fin n) :
    (M *ᵥ unitVec n k) i = M i ⟨k, hk⟩ := by
  simp only [Matrix.mulVec, dotProduct, unitVec]
  rw [Finset.sum_eq_single (⟨k, hk⟩ : Fin n)]
  · simp
  · intro j _ hj
    have : (j : ℕ) ≠ k := fun h => hj (Fin.ext h)
    simp [this]
  · intro h
    exact absurd (Finset.mem_univ _) h
```

In a theorem, the part between the first colon outside all brackets and `:=` is the claim, and the proof follows. This one says \((Me_k)_i=M_{ik}\). In the sum \(\sum_j M_{ij}(e_k)_j\) only the term \(j=k\) survives, and `Finset.sum_eq_single` expresses that.

```lean
/-- For `k < n`, the `k`-th Krylov vector of the companion matrix started from the first unit
vector is again a unit vector. -/
theorem companion_pow {n : ℕ} (p : ℂ[X]) {k : ℕ} (hk : k < n) :
    (companion n p ^ k) *ᵥ unitVec n 0 = unitVec n k := by
  induction k with
  | zero => simp
  | succ k ih =>
    rw [pow_succ', ← Matrix.mulVec_mulVec, ih (by omega)]
    ext i
    rw [mulVec_unitVec _ (by omega)]
    simp [companion, unitVec, hk.ne]
```

The claim is \(A^k e_0=e_k\) for \(k<n\). By induction, it holds for \(k=0\), and if it holds for \(k\) and \(k+1<n\), then

\[
A^{k+1}e_0=A(A^k e_0)=Ae_k=e_{k+1}.
\]

The two branches of `induction` are these two cases, and `ih` is the induction hypothesis.

```lean
/-- The `n`-th Krylov vector consists of the negated coefficients of `p`. -/
theorem companion_pow_top {n : ℕ} (p : ℂ[X]) (hn : 0 < n) :
    (companion n p ^ n) *ᵥ unitVec n 0 = fun i : Fin n => -p.coeff i := by
  have h1 : n - 1 + 1 = n := by omega
  have h2 : companion n p ^ n = companion n p * companion n p ^ (n - 1) := by
    rw [← pow_succ', h1]
  rw [h2, ← Matrix.mulVec_mulVec, companion_pow p (by omega)]
  ext i
  rw [mulVec_unitVec _ (by omega)]
  simp [companion, h1]
```

One more application reaches the last column:

\[
A^n e_0=Ae_{n-1}=-\sum_{i=0}^{n-1}c_i e_i .
\]

The proof splits \(A^n\) into \(A\,A^{n-1}\) and uses the previous theorem at \(n-1\).

## Reading the characteristic polynomial off one column

```lean
/-- If `p` is monic of degree `n`, then every monic polynomial of degree `n` that annihilates the
companion matrix of `p` is equal to `p`. -/
theorem eq_of_annihilates {n : ℕ} {p q : ℂ[X]} (hp : p.Monic) (hd : p.natDegree = n)
    (hq : q.Monic) (hqd : q.natDegree = n) (hA : aeval (companion n p) q = 0) : q = p := by
  have hql : q.coeff n = 1 := by rw [← hqd]; exact hq.coeff_natDegree
  have hpl : p.coeff n = 1 := by rw [← hd]; exact hp.coeff_natDegree
  ext j
  rcases lt_trichotomy j n with h | h | h
  · have hn : 0 < n := by omega
    -- read off entry `j` of the first column of `q(A) = 0`
    rw [Polynomial.aeval_eq_sum_range, hqd, Finset.sum_range_succ] at hA
    have h0 := congrFun (congrFun hA ⟨j, h⟩) ⟨0, hn⟩
    simp only [Matrix.add_apply, Matrix.sum_apply, Matrix.smul_apply, smul_eq_mul,
      Matrix.zero_apply] at h0
    have hcol : ∀ k, k < n →
        (companion n p ^ k) ⟨j, h⟩ ⟨0, hn⟩ = if j = k then 1 else 0 := fun k hk =>
      (mulVec_unitVec _ hn ⟨j, h⟩).symm.trans (congrFun (companion_pow p hk) ⟨j, h⟩)
    have htop : (companion n p ^ n) ⟨j, h⟩ ⟨0, hn⟩ = -p.coeff j :=
      (mulVec_unitVec _ hn ⟨j, h⟩).symm.trans (congrFun (companion_pow_top p hn) ⟨j, h⟩)
    have hs : ∑ i ∈ Finset.range n, q.coeff i * (companion n p ^ i) ⟨j, h⟩ ⟨0, hn⟩
        = q.coeff j := by
      rw [Finset.sum_eq_single j]
      · rw [hcol j h]; simp
      · intro k hk hkj
        rw [hcol k (Finset.mem_range.mp hk), if_neg (Ne.symm hkj), mul_zero]
      · intro h'
        exact absurd (Finset.mem_range.mpr h) h'
    rw [hs, htop, hql] at h0
    linear_combination h0
  · rw [h, hql, hpl]
  · rw [coeff_eq_zero_of_natDegree_lt (by omega), coeff_eq_zero_of_natDegree_lt (by omega)]
```

Let \(q(z)=\sum_k q_k z^k\) be monic of degree \(n\) with \(q(A)=0\); in Lean, `aeval` inserts the matrix into the polynomial. Applying \(q(A)\) to \(e_0\) gives

\[
0=q(A)e_0=\sum_{k=0}^{n-1}q_k e_k+A^n e_0=\sum_{k=0}^{n-1}(q_k-c_k)\,e_k ,
\]

so \(q_k=c_k\) for every \(k<n\). Both polynomials have coefficient 1 at degree \(n\) and 0 above it, hence \(q=p\).

The proof compares coefficient \(j\) in the three cases \(j<n\), \(j=n\) and \(j>n\). In the first, `hcol` and `htop` supply the entries of the first column of \(A^k\) and \(A^n\), and `hs` collapses the sum to \(q_j\). The closing `linear_combination` turns \(q_j-c_j=0\) into the required equality.

## Why the residual keeps its first component

```lean
/-- The first component of `A x` is `-p(0)` times the last component of `x`. -/
theorem companion_first {n : ℕ} (p : ℂ[X]) (hn : 0 < n) (x : Fin n → ℂ) :
    (companion n p *ᵥ x) ⟨0, hn⟩ = -p.eval 0 * x ⟨n - 1, by omega⟩ := by
  have h1 : n - 1 + 1 = n := by omega
  rw [← coeff_zero_eq_eval_zero]
  simp only [Matrix.mulVec, dotProduct]
  rw [Finset.sum_eq_single (⟨n - 1, by omega⟩ : Fin n)]
  · simp [companion, h1]
  · intro j _ hj
    have : (j : ℕ) + 1 ≠ n := fun h => hj (Fin.ext (by change (j : ℕ) = n - 1; omega))
    simp [companion, this]
  · intro h
    exact absurd (Finset.mem_univ _) h
```

Row 0 of \(A\) has a single entry that can be nonzero, \(-c_0\) in the last column, because no unit vector is shifted onto \(e_0\). With \(c_0=p(0)\),

\[
(Ax)_0=-p(0)\,x_{n-1}.
\]

```lean
/-- If `A x` has no component along the first unit vector for any `x` in the Krylov space, the
minimal residual norm for that right-hand side is one. -/
theorem stagnation_of_first_zero {n k : ℕ} (A : Matrix (Fin n) (Fin n) ℂ) (hn : 0 < n)
    (h : ∀ x ∈ krylov A (unitVec n 0) k, (A *ᵥ x) ⟨0, hn⟩ = 0) :
    IsMinResidual A (unitVec n 0) k 1 := by
  constructor
  · -- the value one is attained at `x = 0`
    refine ⟨0, Submodule.zero_mem _, ?_⟩
    have hs : ∑ i : Fin n, ‖unitVec n 0 i‖ ^ 2 = 1 := by
      rw [Finset.sum_eq_single (⟨0, hn⟩ : Fin n)]
      · simp [unitVec]
      · intro j _ hj
        have : (j : ℕ) ≠ 0 := fun h => hj (Fin.ext h)
        simp [unitVec, this]
      · intro h
        exact absurd (Finset.mem_univ _) h
    unfold residualNorm
    rw [Matrix.mulVec_zero, sub_zero, EuclideanSpace.norm_eq]
    exact (congrArg Real.sqrt hs).trans Real.sqrt_one
  · -- the first component of every residual equals one
    rintro _ ⟨x, hx, rfl⟩
    have h1 := PiLp.norm_apply_le (WithLp.toLp 2 (unitVec n 0 - A *ᵥ x)) ⟨0, hn⟩
    have h2 : (unitVec n 0 - A *ᵥ x) ⟨0, hn⟩ = 1 := by
      rw [Pi.sub_apply, h x hx]
      simp [unitVec]
    change ‖(unitVec n 0 - A *ᵥ x) ⟨0, hn⟩‖ ≤ _ at h1
    rw [h2, norm_one] at h1
    exact h1
```

This lemma holds for any matrix \(A\) with \((Ax)_0=0\) on the whole of \(K_k\). Every residual then satisfies

\[
\|e_0-Ax\|\ \ge\ |(e_0-Ax)_0|=|1-0|=1,
\]

and \(x=0\) gives \(\|e_0\|=1\). The minimum is therefore 1. The two bullets of the proof are the two demands of `IsLeast`: attainment first, then the lower bound, for which `PiLp.norm_apply_le` says that a component is never larger than the norm.

## No progress before step n, and the exact solution at step n

```lean
/-- For monic `p` of degree `n` with `p(0) ≠ 0`, the companion matrix has characteristic
polynomial `p`, and from the first unit vector the minimal residual norm is one at every step
`k < n` and zero at step `n`. -/
theorem complete_stagnation {n : ℕ} {p : ℂ[X]} (hp : p.Monic) (hd : p.natDegree = n)
    (h0 : p.eval 0 ≠ 0) :
    (companion n p).charpoly = p ∧
    (∀ k < n, IsMinResidual (companion n p) (unitVec n 0) k 1) ∧
    IsMinResidual (companion n p) (unitVec n 0) n 0 := by
  have hchar : (companion n p).charpoly = p :=
    eq_of_annihilates hp hd (Matrix.charpoly_monic _)
      (by rw [Matrix.charpoly_natDegree_eq_dim, Fintype.card_fin])
      (Matrix.aeval_self_charpoly _)
  refine ⟨hchar, fun k hk => ?_, ?_, ?_⟩
  · have hn : 0 < n := by omega
    refine stagnation_of_first_zero _ hn fun x hx => ?_
    -- vectors of the Krylov space have vanishing last component
    have hle : krylov (companion n p) (unitVec n 0) k ≤
        LinearMap.ker (LinearMap.proj (R := ℂ) (φ := fun _ : Fin n => ℂ)
          (⟨n - 1, by omega⟩ : Fin n)) := by
      refine Submodule.span_le.mpr ?_
      rintro _ ⟨j, rfl⟩
      have hj := j.isLt
      rw [SetLike.mem_coe, LinearMap.mem_ker]
      change ((companion n p ^ (j : ℕ)) *ᵥ unitVec n 0) ⟨n - 1, by omega⟩ = 0
      rw [companion_pow p (by omega)]
      exact if_neg (by change n - 1 ≠ (j : ℕ); omega)
    have hlast : x ⟨n - 1, by omega⟩ = 0 := LinearMap.mem_ker.mp (hle hx)
    rw [companion_first p hn, hlast, mul_zero]
  · -- `A` is invertible and the `n`-th Krylov space is everything
    have hdet : IsUnit (companion n p).det := by
      rw [Matrix.det_eq_sign_charpoly_coeff, hchar, coeff_zero_eq_eval_zero]
      exact isUnit_iff_ne_zero.mpr (mul_ne_zero (pow_ne_zero _ (by norm_num)) h0)
    have hfull : ∀ x : Fin n → ℂ, x ∈ krylov (companion n p) (unitVec n 0) n := by
      intro x
      have hx : x = ∑ j : Fin n, x j • ((companion n p ^ (j : ℕ)) *ᵥ unitVec n 0) := by
        ext i
        rw [Finset.sum_apply, Finset.sum_eq_single i]
        · rw [companion_pow p i.isLt]; simp [unitVec]
        · intro j _ hj
          have : (i : ℕ) ≠ j := fun h => hj (Fin.ext h.symm)
          rw [companion_pow p j.isLt]
          simp [unitVec, this]
        · intro h
          exact absurd (Finset.mem_univ _) h
      rw [hx]
      exact Submodule.sum_mem _ fun j _ =>
        Submodule.smul_mem _ _ (Submodule.subset_span ⟨j, rfl⟩)
    refine ⟨(companion n p)⁻¹ *ᵥ unitVec n 0, hfull _, ?_⟩
    unfold residualNorm
    rw [Matrix.mulVec_mulVec, Matrix.mul_nonsing_inv _ hdet, Matrix.one_mulVec, sub_self]
    simp
  · rintro _ ⟨x, _, rfl⟩
    exact norm_nonneg _
```

The hypotheses say that \(p\) is monic, has degree \(n\), and satisfies \(p(0)\neq0\). The last condition means that zero is not an eigenvalue of \(A\). For a shifted system with \(A=z-H\), it says that the shift \(z\) does not hit an eigenvalue of \(H\). The conclusion has three parts, joined by `∧`.

**The characteristic polynomial is \(p\).** By the Cayley–Hamilton theorem, `Matrix.aeval_self_charpoly`, the characteristic polynomial annihilates \(A\). It is monic of degree \(n\), so `eq_of_annihilates` identifies it with \(p\).

**The minimum is 1 for every \(k<n\).** The space \(K_k\) is spanned by \(e_0,\dots,e_{k-1}\), none of which is \(e_{n-1}\). So \(x_{n-1}=0\) on \(K_k\), hence \((Ax)_0=-p(0)\,x_{n-1}=0\), and the previous lemma applies. In Lean, `hle` states that \(K_k\) lies in the kernel of the map \(x\mapsto x_{n-1}\), which needs checking only on the spanning vectors.

**The minimum is 0 at \(k=n\).** Every vector can be written as

\[
x=\sum_{j=0}^{n-1}x_j e_j=\sum_{j=0}^{n-1}x_j A^j e_0,
\]

so \(K_n=\mathbb{C}^n\); this is `hfull`. Also \(\det A=(-1)^n p(0)\neq0\), which is `hdet`. Hence \(x=A^{-1}e_0\) lies in \(K_n\) and has residual zero, and no norm is negative.

In a GMRES code started from zero, the Arnoldi process on this system produces the basis \(e_0,\dots,e_{n-1}\), and each new vector \(Ae_j\) with \(j<n-1\) is already orthogonal to the earlier ones. For \(1\le k<n\), the small least-squares problem at step \(k\) has a \((k+1)\times k\) matrix with ones just below the diagonal and zeros elsewhere. Its right-hand side is the first unit vector, so its solution is zero, and the printed residual is 1 at each of these steps. A code that restarts after \(m<n\) steps begins every cycle from the same zero vector and, in exact arithmetic, never moves.

## A zero eigenvalue removes the final drop

```lean
/-- If `n > 0` and `p(0) = 0`, the minimal residual norm for the companion matrix and the first unit
vector is one at every step `k`. -/
theorem stagnation_forever {n : ℕ} {p : ℂ[X]} (hn : 0 < n) (h0 : p.eval 0 = 0) (k : ℕ) :
    IsMinResidual (companion n p) (unitVec n 0) k 1 :=
  stagnation_of_first_zero _ hn fun x _ => by rw [companion_first p hn, h0, neg_zero, zero_mul]
```

If \(p(0)=0\), then \((Ax)_0=0\) for every \(x\in\mathbb{C}^n\), not only for those in a small Krylov space. The lemma on the first component then gives the minimum 1 for all \(k\), including \(k\ge n\). The system \(Ax=e_0\) has no solution, so the condition \(p(0)\neq0\) in the main theorem is needed for the residual to reach zero. This statement asks only for \(n>0\) and \(p(0)=0\); when \(p\) is also monic of degree \(n\), it is the characteristic polynomial of \(A\), and zero is an eigenvalue.

## Prescribing the eigenvalues

```lean
/-- For any `n` nonzero complex numbers `μ i` there is a matrix with these eigenvalues, counted with
multiplicity, whose minimal residual norm from the first unit vector is one before step `n` and zero
at step `n`. -/
theorem stagnation_with_any_spectrum {n : ℕ} (μ : Fin n → ℂ) (hμ : ∀ i, μ i ≠ 0) :
    ∃ A : Matrix (Fin n) (Fin n) ℂ, A.charpoly = ∏ i, (X - C (μ i)) ∧
      (∀ k < n, IsMinResidual A (unitVec n 0) k 1) ∧ IsMinResidual A (unitVec n 0) n 0 := by
  refine ⟨companion n (∏ i, (X - C (μ i))), complete_stagnation ?_ ?_ ?_⟩
  · exact monic_prod_of_monic _ _ fun i _ => monic_X_sub_C (μ i)
  · rw [natDegree_prod_of_monic _ _ fun i _ => monic_X_sub_C (μ i)]
    simp
  · rw [eval_prod]
    exact Finset.prod_ne_zero_iff.mpr fun i _ => by simpa using hμ i

end

end KrylovStagnation
```

Given nonzero numbers \(\mu_0,\dots,\mu_{n-1}\), with repetitions allowed, take

\[
p(z)=\prod_{i=0}^{n-1}(z-\mu_i).
\]

It is monic of degree \(n\), and \(p(0)=\prod_i(-\mu_i)\neq0\). The main theorem applies to its companion matrix, whose eigenvalues, counted with multiplicity, are the \(\mu_i\). The three bullets of the proof check these three properties of \(p\). The symbol `∃` says that such a matrix exists; other matrices with the same eigenvalues may behave quite differently.

Systems \((z-H)x=b\) arise when the resolvent of a Hamiltonian matrix \(H\) is applied to a vector. If nothing is assumed about the \(n\times n\) matrix \(H\) beyond its eigenvalues, it follows that these alone cannot guarantee a smaller residual before step \(n\). Further structure, such as that of a Hermitian \(H\) or of one with a complex absorbing potential, can exclude the matrices built here. The theorem constructs a worst case, with both matrix and right-hand side chosen for the purpose, and does not predict the convergence for a given \(H\). It also treats only the flat residual history, not other convergence curves.

```lean
#print axioms KrylovStagnation.stagnation_forever
#print axioms KrylovStagnation.stagnation_with_any_spectrum
```

```
'KrylovStagnation.stagnation_forever' depends on axioms: [propext, Classical.choice, Quot.sound]
'KrylovStagnation.stagnation_with_any_spectrum' depends on axioms: [propext, Classical.choice, Quot.sound]
```
